# The distance between two sets of occupied orbitals, from their density matrices and from their overlap angles

Take one occupied orbital in a basis of two functions. One calculation ends with the first basis function occupied, the other with a mixture of the two:

$$C=\begin{pmatrix}1\\0\end{pmatrix},\qquad C'=\begin{pmatrix}\cos\theta\\ \sin\theta\end{pmatrix}.$$

The density matrices $D=CC^\dagger$ and $D'=C'C'^\dagger$ satisfy $\mathrm{Tr}(DD')=\cos^2\theta$, so $1-\mathrm{Tr}(DD')=\sin^2\theta$. Their difference is

$$D-D'=\begin{pmatrix}\sin^2\theta&-\sin\theta\cos\theta\\-\sin\theta\cos\theta&-\sin^2\theta\end{pmatrix}.$$

The squares of its entries add up to $2\sin^4\theta+2\sin^2\theta\cos^2\theta=2\sin^2\theta$, twice the same number. The problems below treat $N$ orbitals.

The type `m` labels an orthonormal one-particle basis and `n` labels the occupied orbitals. Both are finite, and $N$ is `Fintype.card n`. The columns of the complex matrix $C$ hold the orbital coefficients, and `ᴴ` is the adjoint, written $\dagger$ here.

```lean
import Mathlib

open Matrix

namespace SCFSolutionDistance

noncomputable section

variable {m n : Type*} [Fintype m] [Fintype n]
```

Each orbital holds one electron, so $D$ carries no factor of two for spin.

```lean
/-- The matrix `D = C Cᴴ` built from the orbitals stored in the columns of `C`. It is their density
matrix when the orbitals are orthonormal. -/
def density (C : Matrix m n ℂ) : Matrix m m ℂ := C * Cᴴ
```

Write $\|A\|_F^2$ for the sum of the squared moduli of the entries of $A$.

```lean
/-- The squared Frobenius norm, the sum of the squared moduli of all entries. -/
def frobSq {k l : Type*} [Fintype k] [Fintype l] (A : Matrix k l ℂ) : ℝ :=
  ∑ i, ∑ j, ‖A i j‖ ^ 2
```

The quantity under study is $d^2=N-\mathrm{Tr}(DD')$. It is defined as a complex number, so that its being real is a result. No SCF equation is imposed on $C$ or $C'$: the statements concern any two such sets of orbitals, converged or not.

```lean
/-- The quantity `N - Tr(D D')` for two sets of `N` orbitals. It is a squared distance between their
density matrices when both sets are orthonormal. -/
def distSq (C C' : Matrix m n ℂ) : ℂ :=
  (Fintype.card n : ℂ) - trace (density C * density C')
```

## (a) The Frobenius norm as a trace

**Task.** Show for any rectangular $A$ that
$$\|A\|_F^2=\mathrm{Tr}(A^\dagger A).$$

**Solution.** The $j$-th diagonal entry of $A^\dagger A$ is $\sum_i \overline{A_{ij}}A_{ij}=\sum_i|A_{ij}|^2$. Summing over $j$ gives the claim. In Lean, `Finset.sum_comm` puts the column sum outside, and the terms are then compared one by one.

```lean
/-- The squared Frobenius norm of `A` is the trace of `Aᴴ A`. -/
theorem frobSq_eq_trace {k l : Type*} [Fintype k] [Fintype l] (A : Matrix k l ℂ) :
    (frobSq A : ℂ) = trace (Aᴴ * A) := by
  unfold frobSq
  rw [Finset.sum_comm]
  simp only [Matrix.trace, Matrix.diag_apply, Matrix.mul_apply, Matrix.conjTranspose_apply]
  push_cast
  refine Finset.sum_congr rfl fun j _ => Finset.sum_congr rfl fun i _ => ?_
  exact (Complex.conj_mul' _).symm
```

## (b) Zero norm

**Task.** Show that
$$\|A\|_F^2=0\iff A=0.$$

**Solution.** A sum of non-negative terms vanishes only if each term does. The proof uses this twice, first for the rows (`hi`) and then for the entries of a row (`hj`). The converse is immediate.

```lean
/-- The squared Frobenius norm vanishes only for the zero matrix. -/
theorem frobSq_eq_zero_iff {k l : Type*} [Fintype k] [Fintype l] (A : Matrix k l ℂ) :
    frobSq A = 0 ↔ A = 0 := by
  constructor
  · intro h
    ext i j
    have hi := (Finset.sum_eq_zero_iff_of_nonneg
      (fun i _ => Finset.sum_nonneg fun j _ => sq_nonneg ‖A i j‖)).1 h i (Finset.mem_univ i)
    have hj := (Finset.sum_eq_zero_iff_of_nonneg
      (fun j _ => sq_nonneg ‖A i j‖)).1 hi j (Finset.mem_univ j)
    simpa using hj
  · rintro rfl
    simp [frobSq]
```

## (c) The trace as a sum of orbital overlaps

**Task.** Show that
$$\mathrm{Tr}(DD')=\|C^\dagger C'\|_F^2.$$

**Solution.** Let $M=C^\dagger C'$, whose entry $M_{ij}$ is the overlap of orbital $i$ of the first set with orbital $j$ of the second. Moving the last factor to the front of the trace gives
$$\mathrm{Tr}(CC^\dagger C'C'^\dagger)=\mathrm{Tr}(C'^\dagger CC^\dagger C')=\mathrm{Tr}(M^\dagger M),$$
which is $\|M\|_F^2$ by (a). Orthonormality is not needed. The cyclic step is `Matrix.trace_mul_comm`.

```lean
/-- `Tr(D D')` is the sum of the squared moduli of all overlaps between the orbitals in `C`
and those in `C'`. -/
theorem trace_density_mul (C C' : Matrix m n ℂ) :
    trace (density C * density C') = (frobSq (Cᴴ * C') : ℂ) := by
  rw [frobSq_eq_trace]
  unfold density
  rw [← Matrix.mul_assoc, Matrix.trace_mul_comm]
  simp only [Matrix.conjTranspose_mul, Matrix.conjTranspose_conjTranspose, Matrix.mul_assoc]
```

## (d) Orthogonal occupied spaces

**Task.** Show that
$$d^2=N\iff C^\dagger C'=0.$$

**Solution.** By (c), $d^2=N-\|C^\dagger C'\|_F^2$. This equals $N$ exactly when the norm is zero, and (b) finishes the argument.

```lean
/-- `N - Tr(D D')` equals `N` exactly when every orbital in `C` is orthogonal to every orbital in
`C'`. -/
theorem distSq_eq_card_iff (C C' : Matrix m n ℂ) :
    distSq C C' = (Fintype.card n : ℂ) ↔ Cᴴ * C' = 0 := by
  unfold distSq
  rw [trace_density_mul, sub_eq_self, Complex.ofReal_eq_zero, frobSq_eq_zero_iff]
```

## (e) The distance from the density difference

**Task.** Let both sets be orthonormal, $C^\dagger C=C'^\dagger C'=1$. Show that
$$d^2=\tfrac12\|D-D'\|_F^2.$$

**Solution.** Both density matrices are Hermitian. They are idempotent, since $D^2=C(C^\dagger C)C^\dagger=D$, and $\mathrm{Tr}\,D=\mathrm{Tr}(C^\dagger C)=N$. Therefore
$$\|D-D'\|_F^2=\mathrm{Tr}(D^2-DD'-D'D+D'^2)=2N-2\,\mathrm{Tr}(DD').$$
The three properties are `herm`, `idem` and `tr` in the proof. The expanded square is `h`, and `linear_combination` halves it.

Orthonormality matters. For one orbital in one basis function, take $C=(2)$ and $C'=(\tfrac12)$. Then $D=4$ and $D'=\tfrac14$, so $d^2=1-1=0$ although the density matrices differ.

```lean
variable [DecidableEq n]

/-- For orthonormal orbitals, `N - Tr(D D')` is half the squared Frobenius norm of `D - D'`. -/
theorem distSq_eq_frobSq {C C' : Matrix m n ℂ} (hC : Cᴴ * C = 1) (hC' : C'ᴴ * C' = 1) :
    distSq C C' = ((frobSq (density C - density C') / 2 : ℝ) : ℂ) := by
  -- `density B` is Hermitian; for orthonormal orbitals it is also idempotent and has trace N
  have herm : ∀ B : Matrix m n ℂ, (density B)ᴴ = density B := fun B => by
    simp only [density, Matrix.conjTranspose_mul, Matrix.conjTranspose_conjTranspose]
  have idem : ∀ B : Matrix m n ℂ, Bᴴ * B = 1 → density B * density B = density B := by
    intro B hB
    unfold density
    rw [Matrix.mul_assoc, ← Matrix.mul_assoc Bᴴ B Bᴴ, hB, Matrix.one_mul]
  have tr : ∀ B : Matrix m n ℂ, Bᴴ * B = 1 → trace (density B) = (Fintype.card n : ℂ) := by
    intro B hB
    unfold density
    rw [Matrix.trace_mul_comm, hB, Matrix.trace_one]
  -- expand the square under the trace
  have h := frobSq_eq_trace (density C - density C')
  rw [Matrix.conjTranspose_sub, herm, herm, Matrix.sub_mul, Matrix.mul_sub, Matrix.mul_sub,
    idem C hC, idem C' hC', Matrix.trace_sub, Matrix.trace_sub, Matrix.trace_sub, tr C hC,
    tr C' hC', Matrix.trace_mul_comm (density C') (density C)] at h
  unfold distSq
  push_cast
  linear_combination (-1 / 2 : ℂ) * h
```

## (f) The distance from the angles

**Task.** Suppose $C^\dagger C'=U\,\mathrm{diag}(\cos\theta_i)\,V^\dagger$ with $U,V$ unitary and $\theta_i$ real. Show that
$$d^2=\sum_i\sin^2\theta_i.$$

**Solution.** Let $\Delta=\mathrm{diag}(\cos\theta_i)$, which is real and diagonal, so $\Delta^\dagger=\Delta$. With $M=U\Delta V^\dagger$,
$$M^\dagger M=V\Delta U^\dagger U\Delta V^\dagger=V\Delta^2V^\dagger,\qquad \mathrm{Tr}(M^\dagger M)=\mathrm{Tr}(\Delta^2)=\sum_i\cos^2\theta_i.$$
By (c) this is $\mathrm{Tr}(DD')$, and $N-\sum_i\cos^2\theta_i=\sum_i\sin^2\theta_i$. The steps `h1`, `h2` and `h3` are the cancellation of $U$, the trace, and the sum of $\sin^2+\cos^2$ over all orbitals.

The factorisation enters as the hypothesis `hS`. For orthonormal sets a singular value decomposition supplies it: the singular values of the overlap matrix lie between 0 and 1, so they are cosines. The theorem itself allows any real angles, including those with negative cosines.

```lean
/-- If the orbital overlap matrix is `U diag(cos θ) Vᴴ` with `U`, `V` unitary, then
`N - Tr(D D')` is the sum of the `sin² θᵢ`. -/
theorem distSq_eq_sum_sin_sq {C C' : Matrix m n ℂ} {U V : Matrix n n ℂ} {θ : n → ℝ}
    (hU : U ∈ Matrix.unitaryGroup n ℂ) (hV : V ∈ Matrix.unitaryGroup n ℂ)
    (hS : Cᴴ * C' = U * diagonal (fun i => (Real.cos (θ i) : ℂ)) * Vᴴ) :
    distSq C C' = ((∑ i, Real.sin (θ i) ^ 2 : ℝ) : ℂ) := by
  have hU' : Uᴴ * U = 1 := Matrix.mem_unitaryGroup_iff'.1 hU
  have hV' : Vᴴ * V = 1 := Matrix.mem_unitaryGroup_iff'.1 hV
  set Δ : Matrix n n ℂ := diagonal (fun i => (Real.cos (θ i) : ℂ)) with hΔ
  have hΔh : Δᴴ = Δ := by
    rw [hΔ, Matrix.diagonal_conjTranspose]
    congr 1
    funext i
    exact Complex.conj_ofReal _
  -- `U` cancels in the product; `V` cancels under the trace in `h2`
  have h1 : (U * Δ * Vᴴ)ᴴ * (U * Δ * Vᴴ) = V * (Δ * Δ * Vᴴ) := by
    calc (U * Δ * Vᴴ)ᴴ * (U * Δ * Vᴴ) = V * Δᴴ * (Uᴴ * U) * Δ * Vᴴ := by
          simp only [Matrix.conjTranspose_mul, Matrix.conjTranspose_conjTranspose,
            Matrix.mul_assoc]
      _ = V * (Δ * Δ * Vᴴ) := by
          rw [hU', hΔh, Matrix.mul_one]
          simp only [Matrix.mul_assoc]
  have h2 : trace (density C * density C')
      = ∑ i, (Real.cos (θ i) : ℂ) * (Real.cos (θ i) : ℂ) := by
    rw [trace_density_mul, frobSq_eq_trace, hS, h1, Matrix.trace_mul_comm, Matrix.mul_assoc,
      hV', Matrix.mul_one, hΔ, Matrix.diagonal_mul_diagonal, Matrix.trace_diagonal]
  -- sin² + cos² = 1 for each angle
  have h3 : ∑ i, Real.sin (θ i) ^ 2 + ∑ i, Real.cos (θ i) * Real.cos (θ i)
      = (Fintype.card n : ℝ) := by
    rw [← Finset.sum_add_distrib]
    simp [← pow_two, Real.sin_sq_add_cos_sq]
  have h4 := congrArg Complex.ofReal h3
  unfold distSq
  rw [h2]
  push_cast at h4 ⊢
  linear_combination -h4
```

## (g) All three statements together

**Task.** Under the hypotheses of (e) and (f), show that
$$d^2=\sum_i\sin^2\theta_i=\tfrac12\|D-D'\|_F^2,\qquad d^2=0\iff D=D'.$$

**Solution.** The equalities are (f) and (e). By (e), $d^2=0$ means $\|D-D'\|_F^2=0$, and by (b) this means $D-D'=0$. In Lean the three statements form a conjunction, with each real expression embedded in the complex numbers; this shows that $d^2$ is real.

For single determinants in the same finite basis, with the same atomic positions if the basis functions are centred on atoms, this gives a test of whether two SCF runs reached the same solution. In a non-orthogonal atomic-orbital basis with overlap matrix $S$, one first passes to $S^{1/2}C$. The orbital overlap matrix is then $M=C^\dagger SC'$, so a code can evaluate $N-\sum_{ij}|M_{ij}|^2$ without computing $S^{1/2}$; the singular values of $M$ are the cosines. For nearly equal solutions this subtraction loses digits, and the density difference in the orthonormalised basis is the safer formula.

```lean
/-- For two sets of `N` orthonormal orbitals whose overlap matrix is `U diag(cos θ) Vᴴ` with
`U`, `V` unitary, `N - Tr(D D')` equals the sum of the `sin² θᵢ` and half the squared Frobenius
norm of `D - D'`, and it vanishes exactly when `D = D'`. -/
theorem scf_solution_distance {C C' : Matrix m n ℂ} {U V : Matrix n n ℂ} {θ : n → ℝ}
    (hC : Cᴴ * C = 1) (hC' : C'ᴴ * C' = 1)
    (hU : U ∈ Matrix.unitaryGroup n ℂ) (hV : V ∈ Matrix.unitaryGroup n ℂ)
    (hS : Cᴴ * C' = U * diagonal (fun i => (Real.cos (θ i) : ℂ)) * Vᴴ) :
    distSq C C' = ((∑ i, Real.sin (θ i) ^ 2 : ℝ) : ℂ) ∧
    distSq C C' = ((frobSq (density C - density C') / 2 : ℝ) : ℂ) ∧
    (distSq C C' = 0 ↔ density C = density C') := by
  refine ⟨distSq_eq_sum_sin_sq hU hV hS, distSq_eq_frobSq hC hC', ?_⟩
  rw [distSq_eq_frobSq hC hC', Complex.ofReal_eq_zero, div_eq_zero_iff,
    or_iff_left (two_ne_zero), frobSq_eq_zero_iff, sub_eq_zero]
```

## (h) Zero distance and occupied rotations

**Task.** For orthonormal sets, show that
$$d^2=0\iff C'=CW\ \text{for some unitary }W.$$

**Solution.** If $d^2=0$, then $D=D'$ as in (g). Choose $W=C^\dagger C'$. Then
$$CW=DC'=D'C'=C'(C'^\dagger C')=C',$$
and $W^\dagger W=C'^\dagger CW=C'^\dagger C'=1$. Since $W$ is square, it is unitary. Conversely, $C'=CW$ gives $D'=CWW^\dagger C^\dagger=D$.

Orbital coefficients may thus look quite different in two outputs while the determinants agree up to a phase. The angles of (f) are not needed here.

```lean
/-- Two sets of orthonormal orbitals are at distance zero exactly when a unitary rotation among
the occupied orbitals turns one set into the other. -/
theorem distSq_eq_zero_iff_rotation {C C' : Matrix m n ℂ}
    (hC : Cᴴ * C = 1) (hC' : C'ᴴ * C' = 1) :
    distSq C C' = 0 ↔ ∃ W ∈ Matrix.unitaryGroup n ℂ, C' = C * W := by
  rw [distSq_eq_frobSq hC hC', Complex.ofReal_eq_zero, div_eq_zero_iff,
    or_iff_left (two_ne_zero), frobSq_eq_zero_iff, sub_eq_zero]
  constructor
  · intro h
    -- the rotation is the overlap matrix itself
    have h1 : C * (Cᴴ * C') = C' := by
      rw [← Matrix.mul_assoc]
      change density C * C' = C'
      rw [h, density, Matrix.mul_assoc, hC', Matrix.mul_one]
    refine ⟨Cᴴ * C', Matrix.mem_unitaryGroup_iff'.2 ?_, h1.symm⟩
    rw [Matrix.star_eq_conjTranspose, Matrix.conjTranspose_mul,
      Matrix.conjTranspose_conjTranspose, Matrix.mul_assoc, h1, hC']
  · rintro ⟨W, hW, rfl⟩
    have hW' : W * Wᴴ = 1 := Matrix.mem_unitaryGroup_iff.1 hW
    unfold density
    rw [Matrix.conjTranspose_mul, Matrix.mul_assoc, ← Matrix.mul_assoc W, hW', Matrix.one_mul]
```

## (i) Orbitals mixed with virtual partners

Give each occupied basis function $e_i$ its own virtual partner $f_i$, so that the basis has $2N$ functions, labelled by `n ⊕ n`. Let $R(\theta)$, in Lean `rotated θ`, have the columns $\cos\theta_i\,e_i+\sin\theta_i\,f_i$.

```lean
/-- Orbitals in which the `i`-th occupied basis function is mixed with its own virtual partner
through the angle `θ i`. -/
def rotated (θ : n → ℝ) : Matrix (n ⊕ n) n ℂ :=
  Matrix.fromRows (diagonal fun i => (Real.cos (θ i) : ℂ))
    (diagonal fun i => (Real.sin (θ i) : ℂ))
```

**Task.** Show for two lists of angles $\theta$ and $\varphi$ that
$$R(\theta)^\dagger R(\varphi)=\mathrm{diag}\bigl(\cos(\varphi_i-\theta_i)\bigr).$$

**Solution.** Columns with different $i$ share no basis function, so their overlap is zero. For equal $i$ the overlap is $\cos\theta_i\cos\varphi_i+\sin\theta_i\sin\varphi_i=\cos(\varphi_i-\theta_i)$. The proof multiplies the occupied and virtual blocks separately, adds the two diagonal matrices and applies `Real.cos_sub`.

```lean
/-- The overlap matrix of two such sets of orbitals is diagonal, with the cosines of the
differences of the angles as entries. -/
theorem rotated_overlap (θ φ : n → ℝ) :
    (rotated θ)ᴴ * rotated φ = diagonal fun i => (Real.cos (φ i - θ i) : ℂ) := by
  unfold rotated
  rw [Matrix.conjTranspose_fromRows_eq_fromCols_conjTranspose, Matrix.fromCols_mul_fromRows]
  simp only [Matrix.diagonal_conjTranspose, Matrix.diagonal_mul_diagonal, Matrix.diagonal_add]
  congr 1
  funext i
  simp only [Pi.star_apply, Complex.star_def, Complex.conj_ofReal, Real.cos_sub,
    Complex.ofReal_add, Complex.ofReal_mul]
  ring
```

## (j) Every list of angles occurs in a basis of 2N functions

**Task.** Show for any real $\theta_i$ that
$$R(0)^\dagger R(0)=1,\qquad R(\theta)^\dagger R(\theta)=1,\qquad R(0)^\dagger R(\theta)=1\cdot\mathrm{diag}(\cos\theta_i)\cdot1^\dagger.$$

**Solution.** Apply (i). Equal angle lists give $\cos0=1$ on the diagonal, which is orthonormality. With the first list zero, the differences are the $\theta_i$ themselves. The pair $R(0)$, $R(\theta)$ therefore satisfies every hypothesis of (g) with $U=V=1$, and for $N=1$ it is the two-function example at the start.

```lean
/-- For any angles `θ`, the orbitals `rotated 0` and `rotated θ` are orthonormal sets whose
overlap matrix is `U diag(cos θ) Vᴴ` with `U = V = 1`. -/
theorem scf_solution_distance_witness (θ : n → ℝ) :
    (rotated (0 : n → ℝ))ᴴ * rotated (0 : n → ℝ) = 1 ∧ (rotated θ)ᴴ * rotated θ = 1 ∧
    (rotated (0 : n → ℝ))ᴴ * rotated θ = (1 : Matrix n n ℂ) *
      diagonal (fun i => (Real.cos (θ i) : ℂ)) * (1 : Matrix n n ℂ)ᴴ := by
  refine ⟨?_, ?_, ?_⟩
  · rw [rotated_overlap]
    simp
  · rw [rotated_overlap]
    simp
  · rw [rotated_overlap, Matrix.conjTranspose_one, Matrix.one_mul, Matrix.mul_one]
    simp only [Pi.zero_apply, sub_zero]

end

end SCFSolutionDistance
```

```lean
#print axioms SCFSolutionDistance.distSq_eq_card_iff
#print axioms SCFSolutionDistance.scf_solution_distance
#print axioms SCFSolutionDistance.distSq_eq_zero_iff_rotation
#print axioms SCFSolutionDistance.rotated_overlap
```

```
'SCFSolutionDistance.distSq_eq_card_iff' depends on axioms: [propext, Classical.choice, Quot.sound]
'SCFSolutionDistance.scf_solution_distance' depends on axioms: [propext, Classical.choice, Quot.sound]
'SCFSolutionDistance.distSq_eq_zero_iff_rotation' depends on axioms: [propext, Classical.choice, Quot.sound]
'SCFSolutionDistance.rotated_overlap' depends on axioms: [propext, Classical.choice, Quot.sound]
```
